# Kawamoto–Smit spin diagonalization: a site-dependent basis turns the gamma matrix of each lattice hop into a sign

## Sites, gamma matrices and the hopping term

Sites of a \(d\)-dimensional hypercubic lattice are integer vectors \(x = (x_0,\dots,x_{d-1})\), the lattice spacing is 1, and \(e_j\) is the unit vector in direction \(j\). Directions are counted from 0, where textbooks often count from 1. The Euclidean gamma matrices are written \(g_0,\dots,g_{d-1}\); they satisfy

\[
g_j^2 = 1, \qquad g_i g_j = -g_j g_i \quad (i \neq j).
\]

In the naive lattice Dirac operator a fermion hops from \(x \pm e_j\) to \(x\) with the matrix \(g_j\) acting on its spinor index. These matrices anticommute, so no single change of spinor basis can diagonalize two of them at once. The physical question is whether a basis that varies from site to site can do it. Writing the spinor field as \(\psi(x) = T(x)\chi(x)\), with \(T(x)\) an invertible matrix at each site, replaces the spin factor of the forward hop by \(T(x)^{-1} g_j T(x+e_j)\). The Kawamoto–Smit choice of \(T\) makes this factor a sign times the identity, for every site and every direction.

```lean
import Mathlib

namespace KawamotoSmit
```

A site is represented in Lean by a function `ℕ → ℤ`, of which only the first \(d\) values are used. The vector \(e_j\) is called `step j`: its component \(i\) is 1 if \(i = j\) and 0 otherwise.

```lean
/-- The unit lattice vector in direction `j`. -/
def step (j : ℕ) : ℕ → ℤ := fun i => if i = j then 1 else 0
```

The sign that will appear is the staggered phase

\[
\eta_j(x) = (-1)^{x_0 + \dots + x_{j-1}}, \qquad \eta_0(x) = 1 .
\]

In Lean it is `phase G x j`, an element of the same group `G` as the gamma matrices. For matrices it is therefore \(\pm 1\) times the identity matrix, not a bare number.

```lean
/-- The staggered sign `η_j(x) = (-1)^(x_0 + ... + x_(j-1))`, in a group with a sign such as
the invertible elements of a ring. -/
noncomputable def phase (G : Type*) [Group G] [HasDistribNeg G] (x : ℕ → ℤ) (j : ℕ) : G :=
  (-1) ^ (∑ i ∈ Finset.range j, x i)
```

The gamma matrices are invertible, and \(T\) will contain negative powers of them, so they are placed in a group. `HasDistribNeg` supplies a negation with \((-a)b = a(-b) = -(ab)\). For Dirac fermions in four dimensions one takes `G` to be the invertible complex \(4\times4\) matrices; the invertible elements of any ring will do. The structure `IsClifford g d` records the two relations above for the first \(d\) members of the sequence `g`.

```lean
variable {G : Type*} [Group G] [HasDistribNeg G]

/-- The first `d` elements `g_0, ..., g_(d-1)` square to one and pairwise anticommute. -/
structure IsClifford (g : ℕ → G) (d : ℕ) : Prop where
  sq : ∀ i, i < d → g i * g i = 1
  anti : ∀ i j, i < d → j < d → i ≠ j → g i * g j = -(g j * g i)
```

The change of basis is the ordered product

\[
T(x) = g_0^{x_0} g_1^{x_1} \cdots g_{d-1}^{x_{d-1}} .
\]

Let \(T_n(x)\) denote the product of its first \(n\) factors, so that \(T_0 = 1\), \(T_{n+1}(x) = T_n(x)\, g_n^{x_n}\) and \(T = T_d\). This recursion is the Lean definition, and \(T_n(x)\) is `spinRotation g x n`. The word "rotation" in that name means a change of spinor basis, not a rotation of space.

```lean
/-- The spin rotation `T(x) = g_0^x_0 ... g_(d-1)^x_(d-1)` in `d` dimensions. -/
noncomputable def spinRotation (g : ℕ → G) (x : ℕ → ℤ) : ℕ → G
  | 0 => 1
  | d + 1 => spinRotation g x d * g d ^ x d
```

## The cost of moving a gamma matrix through the product

Since \((-1)b = -b = b(-1)\), the element \(-1\) commutes with everything, and so does each of its integer powers. Signs can be moved freely through any product.

```lean
/-- A power of `-1` commutes with every element. -/
theorem sign_comm (n : ℤ) (b : G) : (-1) ^ n * b = b * (-1) ^ n :=
  ((Commute.neg_one_left b).zpow_left n).eq
```

Now let \(ab = -ba\). Then

\[
b(-a)b^{-1} = -(ba)b^{-1} = (ab)b^{-1} = a .
\]

Raising this to the power \(n\) gives \(a^n = b(-a)^n b^{-1} = (-1)^n\, b a^n b^{-1}\), and multiplying by \(b\) from the right gives

\[
a^n b = (-1)^n\, b a^n .
\]

Conjugation respects negative powers as well as positive ones, so all integers \(n\) are treated together. In the Lean proof `h1` is the displayed conjugation identity, `conj_zpow` takes the power inside the conjugation, and `mul_zpow` separates \((-1)^n\) from \(a^n\).

```lean
/-- Moving `b` through the `n`-th power of an element that anticommutes with it
costs the sign `(-1)^n`. -/
theorem zpow_mul_of_anticomm {a b : G} (h : a * b = -(b * a)) (n : ℤ) :
    a ^ n * b = (-1) ^ n * (b * a ^ n) := by
  have h1 : b * (-1 * a) * b⁻¹ = a := by
    rw [mul_inv_eq_iff_eq_mul, h, neg_one_mul, mul_neg]
  calc a ^ n * b = (b * (-1 * a) * b⁻¹) ^ n * b := by rw [h1]
    _ = b * ((-1) ^ n * a ^ n) := by
      rw [conj_zpow, (Commute.neg_one_left a).mul_zpow, inv_mul_cancel_right]
    _ = (-1) ^ n * (b * a ^ n) := by rw [← mul_assoc, ← mul_assoc, sign_comm n b]
```

Suppose next that \(b\) anticommutes with each of \(g_0,\dots,g_{n-1}\). Every factor of \(T_n(x)\) contributes its own sign, and the total is

\[
T_n(x)\, b = \eta_n(x)\, b\, T_n(x) .
\]

For \(n = 0\) both sides equal \(b\). If the relation holds for \(n\), and \(b\) also anticommutes with \(g_n\), then

\[
\begin{aligned}
T_{n+1}(x)\, b &= T_n(x)\, g_n^{x_n} b \\
&= (-1)^{x_n}\, T_n(x)\, b\, g_n^{x_n} \\
&= (-1)^{x_n} \eta_n(x)\, b\, T_n(x)\, g_n^{x_n} \\
&= \eta_{n+1}(x)\, b\, T_{n+1}(x) .
\end{aligned}
\]

The `calc` block of the induction step follows the same route and takes the last two lines in one step. The equation `hp` is \(\eta_{n+1}(x) = \eta_n(x)(-1)^{x_n}\), and `ih` is the relation for \(n\).

```lean
/-- Moving `b` through the spin rotation of `n` directions, whose elements all anticommute
with `b`, costs the sign `(-1)^(x_0 + ... + x_(n-1))`. -/
theorem spinRotation_mul (g : ℕ → G) (x : ℕ → ℤ) (b : G) (n : ℕ)
    (h : ∀ i, i < n → g i * b = -(b * g i)) :
    spinRotation g x n * b = phase G x n * (b * spinRotation g x n) := by
  induction n with
  | zero =>
    simp only [spinRotation, phase, Finset.sum_range_zero, zpow_zero, one_mul, mul_one]
  | succ n ih =>
    have hp : phase G x (n + 1) = phase G x n * (-1) ^ x n := by
      unfold phase
      rw [Finset.sum_range_succ, zpow_add]
    change spinRotation g x n * g n ^ x n * b
      = phase G x (n + 1) * (b * (spinRotation g x n * g n ^ x n))
    calc spinRotation g x n * g n ^ x n * b
        = spinRotation g x n * ((-1) ^ x n * (b * g n ^ x n)) := by
          rw [mul_assoc, zpow_mul_of_anticomm (h n (Nat.lt_succ_self n))]
      _ = (-1) ^ x n * (spinRotation g x n * b) * g n ^ x n := by
          rw [← mul_assoc, ← sign_comm (x n) (spinRotation g x n)]
          simp only [mul_assoc]
      _ = phase G x (n + 1) * (b * (spinRotation g x n * g n ^ x n)) := by
          rw [ih (fun i hi => h i (Nat.lt_succ_of_lt hi)), hp,
            ← sign_comm (x n) (phase G x n)]
          simp only [mul_assoc]
```

## One lattice step multiplies \(T\) by a gamma matrix

Going from \(x\) to \(x+e_j\) changes only the exponent of \(g_j\), from \(x_j\) to \(1 + x_j\). The factors before it are unchanged, so

\[
\begin{aligned}
T_{j+1}(x+e_j) &= T_j(x)\, g_j\, g_j^{x_j} \\
&= \eta_j(x)\, g_j\, T_j(x)\, g_j^{x_j} \\
&= \eta_j(x)\, g_j\, T_{j+1}(x) .
\end{aligned}
\]

The second line uses the previous result with \(b = g_j\). The factors for directions after \(j\) are the same at both sites and stand on the right, so multiplying by them gives

\[
T(x+e_j) = \eta_j(x)\, g_j\, T(x) .
\]

This explains the form of the phase: the additional \(g_j\) passes only the factors that precede it, so only the coordinates \(x_0,\dots,x_{j-1}\) enter.

In the Lean proof `hne` and `heq` give the coordinates of the shifted site, `hlow` says that the earlier factors are unchanged, and `base` is the three-line calculation. The final induction on `d` attaches the later factors. The lemma needs \(g_j\) to anticommute with the earlier matrices only, and it doesn't use \(g_j^2 = 1\).

```lean
/-- If `g_j` anticommutes with all earlier elements, a lattice step in direction `j < d`
multiplies the spin rotation by `g_j` from the left, up to the staggered sign. -/
theorem spinRotation_step (g : ℕ → G) (x : ℕ → ℤ) {j d : ℕ} (hj : j < d)
    (h : ∀ i, i < j → g i * g j = -(g j * g i)) :
    spinRotation g (x + step j) d = phase G x j * (g j * spinRotation g x d) := by
  have hne : ∀ i, i ≠ j → (x + step j) i = x i := by
    intro i hi
    have h0 : step j i = 0 := if_neg hi
    rw [Pi.add_apply, h0, add_zero]
  have heq : (x + step j) j = 1 + x j := by
    have h1 : step j j = 1 := if_pos rfl
    rw [Pi.add_apply, h1, add_comm]
  -- the factors before direction `j` do not change
  have hlow : ∀ n, n ≤ j → spinRotation g (x + step j) n = spinRotation g x n := by
    intro n
    induction n with
    | zero => exact fun _ => rfl
    | succ n ih =>
      intro hn
      change spinRotation g (x + step j) n * g n ^ (x + step j) n
        = spinRotation g x n * g n ^ x n
      rw [ih (by omega), hne n (by omega)]
  -- the additional factor `g_j` is moved to the front
  have base : spinRotation g (x + step j) (j + 1)
      = phase G x j * (g j * spinRotation g x (j + 1)) := by
    change spinRotation g (x + step j) j * g j ^ (x + step j) j
      = phase G x j * (g j * (spinRotation g x j * g j ^ x j))
    rw [hlow j le_rfl, heq, zpow_add, zpow_one, ← mul_assoc,
      spinRotation_mul g x (g j) j h]
    simp only [mul_assoc]
  -- the factors after direction `j` are spectators
  induction d with
  | zero => exact absurd hj (Nat.not_lt_zero j)
  | succ d ih =>
    by_cases hd : j = d
    · rw [← hd]
      exact base
    · change spinRotation g (x + step j) d * g d ^ (x + step j) d
        = phase G x j * (g j * (spinRotation g x d * g d ^ x d))
      rw [ih (by omega), hne d (Ne.symm hd)]
      simp only [mul_assoc]
```

## The spin factor of a forward hop

Inserting the step relation and using \(g_j^2 = 1\) gives

\[
T(x)^{-1} g_j\, T(x+e_j) = \eta_j(x)\, T(x)^{-1} g_j\, g_j\, T(x) = \eta_j(x) .
\]

In words, the theorem says: if the first \(d\) elements of `g` square to one and pairwise anticommute (`h`), then for every integer site `x` and every direction `j` below `d` (`hj`), the transformed spin factor equals the staggered phase. The Lean proof rewrites with `spinRotation_step`, moves the phase to the front with `hc`, and cancels \(g_j g_j\) and then \(T(x)^{-1}T(x)\).

```lean
/-- **Kawamoto-Smit spin diagonalization.** If `g_0, ..., g_(d-1)` square to one and pairwise
anticommute, then `T(x)⁻¹ g_j T(x + e_j) = (-1)^(x_0 + ... + x_(j-1))` for `j < d`. -/
theorem spin_diagonalization {g : ℕ → G} {d : ℕ} (h : IsClifford g d)
    (x : ℕ → ℤ) {j : ℕ} (hj : j < d) :
    (spinRotation g x d)⁻¹ * g j * spinRotation g (x + step j) d = phase G x j := by
  have hc : phase G x j * ((spinRotation g x d)⁻¹ * g j)
      = (spinRotation g x d)⁻¹ * g j * phase G x j := by
    unfold phase
    exact sign_comm _ _
  rw [spinRotation_step g x hj fun i hi => h.anti i j (hi.trans hj) hj hi.ne,
    ← mul_assoc, ← hc, mul_assoc, mul_assoc (spinRotation g x d)⁻¹,
    ← mul_assoc (g j) (g j), h.sq j hj, one_mul, inv_mul_cancel, mul_one]
```

## The spin factor of a backward hop

The symmetric difference in the naive Dirac operator also uses the neighbour at \(x - e_j\). The forward identity at that site reads

\[
T(x-e_j)^{-1} g_j\, T(x) = \eta_j(x-e_j) = \eta_j(x),
\]

where the last equality holds because \(\eta_j\) doesn't depend on \(x_j\). Taking the inverse of both sides gives

\[
T(x)^{-1} g_j^{-1}\, T(x-e_j) = \eta_j(x)^{-1} .
\]

Both \(g_j\) and \(\eta_j(x)\) are their own inverses, so

\[
T(x)^{-1} g_j\, T(x-e_j) = \eta_j(x) .
\]

In the Lean proof `hf` is the forward identity at the shifted site, `hp` is the independence of \(x_j\), and `hg` and `hη` are the two statements about inverses.

```lean
/-- The backward hop carries the same sign: `T(x)⁻¹ g_j T(x - e_j) = η_j(x)` for `j < d`, if
`g_0, ..., g_(d-1)` square to one and pairwise anticommute. -/
theorem spin_diagonalization_backward {g : ℕ → G} {d : ℕ} (h : IsClifford g d)
    (x : ℕ → ℤ) {j : ℕ} (hj : j < d) :
    (spinRotation g x d)⁻¹ * g j * spinRotation g (x - step j) d = phase G x j := by
  -- the sign in direction `j` does not depend on the coordinate `x_j`
  have hp : phase G (x - step j) j = phase G x j := by
    unfold phase
    refine congrArg (fun n : ℤ => (-1 : G) ^ n) (Finset.sum_congr rfl fun k hk => ?_)
    have h0 : step j k = 0 := if_neg (Finset.mem_range.mp hk).ne
    rw [Pi.sub_apply, h0, sub_zero]
  have h1 : (-1 : G)⁻¹ = -1 :=
    inv_eq_of_mul_eq_one_right (by rw [neg_mul_neg, one_mul])
  have hη : (phase G x j)⁻¹ = phase G x j := by
    unfold phase
    rw [← inv_zpow, h1]
  have hg : (g j)⁻¹ = g j := inv_eq_of_mul_eq_one_right (h.sq j hj)
  -- invert the forward identity taken at the site `x - e_j`
  have hf := spin_diagonalization h (x - step j) hj
  rw [sub_add_cancel, hp] at hf
  rw [← hη, ← hf, mul_inv_rev, mul_inv_rev, inv_inv, hg, mul_assoc]
```

## From one hop to staggered fermions

The two theorems concern the spin factor of a single hop; the Dirac operator and the gauge field don't appear in them. The step to lattice gauge theory is to substitute \(\psi = T\chi\) into

\[
(D\psi)(x) = \tfrac12 \sum_{j} g_j \left[ U_j(x)\,\psi(x+e_j) - U_j(x-e_j)^\dagger\, \psi(x-e_j) \right],
\]

where the link matrix \(U_j(x)\) acts on colour and so commutes with \(T\). Multiplying by \(T(x)^{-1}\) from the left then replaces each \(g_j\) by \(\eta_j(x)\), and the spinor components of \(\chi\) decouple into identical copies. Staggered fermions, which are widely used in lattice gauge simulations, keep one of these copies; the theorems supply the signs for this reduction on an infinite hypercubic lattice. In a periodic box the same signs also hold for hops across the boundary if \(T\) is periodic, which \(g_j^2 = 1\) ensures when all side lengths are even.

## Two Pauli matrices at the site (1, 1)

In two dimensions the relations are satisfied by \(g_0 = \sigma_x\) and \(g_1 = \sigma_z\). Both are real with integer entries, so Lean can treat them as invertible integer matrices. The first is

\[
\sigma_x = \begin{pmatrix} 0 & 1 \\ 1 & 0 \end{pmatrix}, \qquad \sigma_x^2 = 1,
\]

and it is entered together with itself as its inverse.

```lean
/-- The Pauli matrix `σ_x` as an invertible integer matrix. -/
noncomputable def sigmaX : (Matrix (Fin 2) (Fin 2) ℤ)ˣ :=
  have h : (!![0, 1; 1, 0] * !![0, 1; 1, 0] : Matrix (Fin 2) (Fin 2) ℤ) = 1 := by
    ext i j
    fin_cases i <;> fin_cases j <;> simp [Matrix.mul_apply, Fin.sum_univ_succ]
  ⟨!![0, 1; 1, 0], !![0, 1; 1, 0], h, h⟩
```

The second is built in the same way:

\[
\sigma_z = \begin{pmatrix} 1 & 0 \\ 0 & -1 \end{pmatrix}, \qquad \sigma_z^2 = 1 .
\]

```lean
/-- The Pauli matrix `σ_z` as an invertible integer matrix. -/
noncomputable def sigmaZ : (Matrix (Fin 2) (Fin 2) ℤ)ˣ :=
  have h : (!![1, 0; 0, -1] * !![1, 0; 0, -1] : Matrix (Fin 2) (Fin 2) ℤ) = 1 := by
    ext i j
    fin_cases i <;> fin_cases j <;> simp [Matrix.mul_apply, Fin.sum_univ_succ]
  ⟨!![1, 0; 0, -1], !![1, 0; 0, -1], h, h⟩
```

Multiplying in the two orders gives

\[
\sigma_x\sigma_z = \begin{pmatrix} 0 & -1 \\ 1 & 0 \end{pmatrix}, \qquad
\sigma_z\sigma_x = \begin{pmatrix} 0 & 1 \\ -1 & 0 \end{pmatrix} = -\sigma_x\sigma_z .
\]

At the site \(x = (1,1)\) the change of basis is \(T(x) = \sigma_x\sigma_z\), with inverse \(T(x)^{-1} = \sigma_z\sigma_x\). A step in direction 0 leads to \(T(x+e_0) = \sigma_x^2\sigma_z = \sigma_z\), and

\[
T(x)^{-1}\sigma_x\, T(x+e_0) = \sigma_z\sigma_x\,\sigma_x\sigma_z = 1 = \eta_0(x) .
\]

A step in direction 1 leads to \(T(x+e_1) = \sigma_x\sigma_z^2 = \sigma_x\), and

\[
T(x)^{-1}\sigma_z\, T(x+e_1) = (\sigma_z\sigma_x)^2
= \begin{pmatrix} 0 & 1 \\ -1 & 0 \end{pmatrix}^2
= \begin{pmatrix} -1 & 0 \\ 0 & -1 \end{pmatrix} .
\]

This is \(\eta_1(x) = (-1)^{1}\) times the identity.

The last theorem confirms that the pair satisfies `IsClifford` with \(d = 2\). Its sequence has \(\sigma_x\) at index 0 and \(\sigma_z\) at every later index, of which only index 1 matters. The relation `hxz` is checked entry by entry, and the two possible orders of distinct indices both reduce to it.

```lean
/-- The Pauli matrices `σ_x` and `σ_z` square to one and anticommute. -/
theorem isClifford_witness : IsClifford (fun i => if i = 0 then sigmaX else sigmaZ) 2 := by
  have hxz : sigmaX * sigmaZ = -(sigmaZ * sigmaX) := by
    apply Units.ext
    change (!![0, 1; 1, 0] * !![1, 0; 0, -1] : Matrix (Fin 2) (Fin 2) ℤ)
      = -(!![1, 0; 0, -1] * !![0, 1; 1, 0])
    ext i j
    fin_cases i <;> fin_cases j <;> simp [Matrix.mul_apply, Fin.sum_univ_succ]
  constructor
  · intro i _
    split_ifs
    · exact Units.ext sigmaX.val_inv
    · exact Units.ext sigmaZ.val_inv
  · intro i j hi hj hij
    by_cases h1 : i = 0
    · have h2 : j ≠ 0 := by omega
      simp only [if_pos h1, if_neg h2]
      exact hxz
    · have h2 : j = 0 := by omega
      simp only [if_neg h1, if_pos h2]
      rw [hxz, neg_neg]

end KawamotoSmit
```

```lean
#print axioms KawamotoSmit.spin_diagonalization
-- 'KawamotoSmit.spin_diagonalization' depends on axioms: [propext, Classical.choice, Quot.sound]
#print axioms KawamotoSmit.spin_diagonalization_backward
-- 'KawamotoSmit.spin_diagonalization_backward' depends on axioms: [propext, Classical.choice, Quot.sound]
```
